# With nonzero coupling, the plane-wave cutoff |k+n| ≤ 1 makes the lowest band of a cosine potential discontinuous at k = 0

An electron moves in one dimension in the periodic potential $2V\cos x$, with $\hbar=m=1$. The lattice constant is $2\pi$, so the reciprocal lattice vectors are the integers $n$. At crystal momentum $k$ the wave $e^{i(k+n)x}$ has kinetic energy $(k+n)^2/2$, and the potential couples neighbouring $n$ with strength $V$. A calculation keeps only the waves whose kinetic energy does not exceed a fixed cutoff, here $1/2$, which means $|k+n|\le 1$. The set of waves that pass this test depends on $k$. When a wave drops out, the computed band can jump, although the potential is smooth.

## The truncated model

```lean
import Mathlib

open Filter Topology

namespace CutoffBandJump

noncomputable section
```

The file loads the Mathlib library and opens the notation for limits.

```lean
/-- The plane waves kept at crystal momentum `k`: integers `n` with `|k + n| ≤ 1`. -/
def planeWaves (k : ℝ) : Set ℤ := {n | |k + (n : ℝ)| ≤ 1}
```

`planeWaves k` is the basis at $k$, a set of integers. The sign $\le$ keeps waves lying exactly on the cutoff, and at $k=0$ the waves $n=\pm1$ do.

```lean
/-- The eigenvalues of the truncated Hamiltonian with kinetic energies `(k + n)^2 / 2` and
neighbour coupling `V`; the amplitudes `c n` vanish outside the basis. -/
def bandEnergies (V k : ℝ) : Set ℝ :=
  {E | ∃ c : ℤ → ℝ, c ≠ 0 ∧ (∀ n, n ∉ planeWaves k → c n = 0) ∧
    ∀ n ∈ planeWaves k,
      (k + (n : ℝ)) ^ 2 / 2 * c n + V * (c (n - 1) + c (n + 1)) = E * c n}
```

A real number $E$ belongs to `bandEnergies V k` if there are real amplitudes $c_n$, not all zero and vanishing outside the basis, such that for every $n$ in the basis

$$\frac{(k+n)^2}{2}\,c_n+V\,(c_{n-1}+c_{n+1})=E\,c_n .$$

This is the central equation of band theory, truncated. Real amplitudes suffice because the Hamiltonian matrix is real and symmetric.

```lean
/-- The lowest band: the infimum of the eigenvalues at crystal momentum `k`. -/
def lowestBand (V k : ℝ) : ℝ := sInf (bandEnergies V k)
```

The lowest band is the infimum of these energies. Lean's `sInf` returns a number for any set of reals, so the theorems below show that near $k=0$ it is an eigenvalue and the smallest one.

```lean
/-- The lower root of the two-wave secular equation for the waves `n = -1` and `n = 0`. -/
def twoWaveBranch (V k : ℝ) : ℝ :=
  (k ^ 2 + (k - 1) ^ 2) / 4 - Real.sqrt (((1 - 2 * k) / 4) ^ 2 + V ^ 2)
```

This is the lower eigenvalue of a $2\times2$ matrix with diagonal entries $(k-1)^2/2$ and $k^2/2$ and off-diagonal entry $V$. The mean of the diagonal entries is $(k^2+(k-1)^2)/4$, and half their difference is $(1-2k)/4$.

## Three waves at k = 0, two beside it

```lean
/-- At `k = 0` the cutoff keeps three plane waves. -/
theorem planeWaves_zero : planeWaves 0 = {-1, 0, 1} := by
  ext n
  simp only [planeWaves, Set.mem_ofPred_eq, zero_add, abs_le, Set.mem_insert_iff,
    Set.mem_singleton_iff]
  constructor
  · rintro ⟨h1, h2⟩
    have h1' : (-1 : ℤ) ≤ n := by exact_mod_cast h1
    have h2' : n ≤ 1 := by exact_mod_cast h2
    omega
  · rintro (rfl | rfl | rfl) <;> norm_num
```

At $k=0$ the condition is $|n|\le1$, which leaves $-1,0,1$. The tactic `omega` settles the integer inequalities.

```lean
/-- For `0 < k < 1` the cutoff keeps only two plane waves. -/
theorem planeWaves_pos {k : ℝ} (h0 : 0 < k) (h1 : k < 1) : planeWaves k = {-1, 0} := by
  ext n
  simp only [planeWaves, Set.mem_ofPred_eq, abs_le, Set.mem_insert_iff, Set.mem_singleton_iff]
  constructor
  · rintro ⟨ha, hb⟩
    have ha' : ((-2 : ℤ) : ℝ) < (n : ℝ) := by push_cast; linarith
    have hb' : (n : ℝ) < ((1 : ℤ) : ℝ) := by push_cast; linarith
    have ha'' : (-2 : ℤ) < n := Int.cast_lt.mp ha'
    have hb'' : n < 1 := Int.cast_lt.mp hb'
    omega
  · rintro (rfl | rfl) <;> constructor <;> push_cast <;> linarith
```

For $0<k<1$ the condition reads $-1-k\le n\le 1-k$. The lower bound lies strictly between $-2$ and $-1$, the upper one strictly between $0$ and $1$, so only $-1$ and $0$ remain. The wave $n=1$ is lost as soon as $k$ is positive.

## The secular equations

```lean
/-- At `k = 0` the eigenvalue problem is a system of three secular equations. -/
theorem mem_bandEnergies_zero (V E : ℝ) : E ∈ bandEnergies V 0 ↔
    ∃ x y z : ℝ, ¬(x = 0 ∧ y = 0 ∧ z = 0) ∧
      x / 2 + V * y = E * x ∧ V * (x + z) = E * y ∧ z / 2 + V * y = E * z := by
  simp only [bandEnergies, planeWaves_zero, Set.mem_ofPred_eq, Set.mem_insert_iff,
    Set.mem_singleton_iff]
  constructor
  · rintro ⟨c, hc, hs, h⟩
    have l := hs (-2) (by norm_num)
    have r := hs 2 (by norm_num)
    have h1 := h (-1) (by norm_num)
    have h2 := h 0 (by norm_num)
    have h3 := h 1 (by norm_num)
    rw [show (-1 - 1 : ℤ) = -2 by norm_num, show (-1 + 1 : ℤ) = 0 by norm_num, l] at h1
    rw [show (0 - 1 : ℤ) = -1 by norm_num, show (0 + 1 : ℤ) = 1 by norm_num] at h2
    rw [show (1 - 1 : ℤ) = 0 by norm_num, show (1 + 1 : ℤ) = 2 by norm_num, r] at h3
    push_cast at h1 h2 h3
    refine ⟨c (-1), c 0, c 1, ?_, by linear_combination h1, by linear_combination h2,
      by linear_combination h3⟩
    rintro ⟨hx, hy, hz⟩
    apply hc
    funext n
    by_cases hn : n = -1 ∨ n = 0 ∨ n = 1
    · rcases hn with rfl | rfl | rfl
      exacts [hx, hy, hz]
    · exact hs n hn
  · rintro ⟨x, y, z, hne, h1, h2, h3⟩
    refine ⟨fun n => if n = -1 then x else if n = 0 then y else if n = 1 then z else 0,
      ?_, ?_, ?_⟩
    · intro h
      exact hne ⟨by simpa using congrFun h (-1), by simpa using congrFun h 0,
        by simpa using congrFun h 1⟩
    · intro n hn
      simp only [not_or] at hn
      simp [hn.1, hn.2.1, hn.2.2]
    · rintro n (rfl | rfl | rfl)
      · norm_num
        linear_combination h1
      · norm_num
        linear_combination h2
      · norm_num
        linear_combination h3
```

The symbol `↔` means "if and only if". With $x=c_{-1}$, $y=c_0$ and $z=c_1$, the central equation at $k=0$ becomes

$$\tfrac12x+Vy=Ex,\qquad V(x+z)=Ey,\qquad \tfrac12z+Vy=Ez,$$

with $x,y,z$ not all zero. One direction of the proof evaluates the central equation at the three basis integers and uses $c_{-2}=c_2=0$. The other builds an amplitude function from $x,y,z$ and sets it to zero elsewhere.

```lean
/-- For `0 < k < 1` the eigenvalue problem is a system of two secular equations. -/
theorem mem_bandEnergies_pos (V E : ℝ) {k : ℝ} (h0 : 0 < k) (h1 : k < 1) :
    E ∈ bandEnergies V k ↔ ∃ x y : ℝ, ¬(x = 0 ∧ y = 0) ∧
      (k - 1) ^ 2 / 2 * x + V * y = E * x ∧ k ^ 2 / 2 * y + V * x = E * y := by
  simp only [bandEnergies, planeWaves_pos h0 h1, Set.mem_ofPred_eq, Set.mem_insert_iff,
    Set.mem_singleton_iff]
  constructor
  · rintro ⟨c, hc, hs, h⟩
    have l := hs (-2) (by norm_num)
    have r := hs 1 (by norm_num)
    have e1 := h (-1) (by norm_num)
    have e2 := h 0 (by norm_num)
    rw [show (-1 - 1 : ℤ) = -2 by norm_num, show (-1 + 1 : ℤ) = 0 by norm_num, l] at e1
    rw [show (0 - 1 : ℤ) = -1 by norm_num, show (0 + 1 : ℤ) = 1 by norm_num, r] at e2
    push_cast at e1 e2
    refine ⟨c (-1), c 0, ?_, by linear_combination e1, by linear_combination e2⟩
    rintro ⟨hx, hy⟩
    apply hc
    funext n
    by_cases hn : n = -1 ∨ n = 0
    · rcases hn with rfl | rfl
      exacts [hx, hy]
    · exact hs n hn
  · rintro ⟨x, y, hne, e1, e2⟩
    refine ⟨fun n => if n = -1 then x else if n = 0 then y else 0, ?_, ?_, ?_⟩
    · intro h
      exact hne ⟨by simpa using congrFun h (-1), by simpa using congrFun h 0⟩
    · intro n hn
      simp only [not_or] at hn
      simp [hn.1, hn.2]
    · rintro n (rfl | rfl)
      · norm_num
        linear_combination e1
      · norm_num
        linear_combination e2
```

For $0<k<1$ the same argument leaves two equations for $x=c_{-1}$ and $y=c_0$:

$$\tfrac{(k-1)^2}{2}x+Vy=Ex,\qquad \tfrac{k^2}{2}y+Vx=Ey .$$

## The lowest eigenvalues

```lean
/-- The lowest eigenvalue at `k = 0` is `1/4 - √(1/16 + 2V²)`. -/
theorem isLeast_zero (V : ℝ) :
    IsLeast (bandEnergies V 0) (1 / 4 - Real.sqrt (1 / 16 + 2 * V ^ 2)) := by
  have hs := Real.sq_sqrt (show 0 ≤ 1 / 16 + 2 * V ^ 2 by positivity)
  have hp := Real.sqrt_nonneg (1 / 16 + 2 * V ^ 2)
  constructor
  · -- the even combination of the outer waves mixes with the central one
    rw [mem_bandEnergies_zero]
    refine ⟨V, -1 / 4 - Real.sqrt (1 / 16 + 2 * V ^ 2), V, ?_, by ring,
      by linear_combination (-1) * hs, by ring⟩
    rintro ⟨-, h, -⟩
    linarith
  · intro E hE
    obtain ⟨x, y, z, hne, h1, h2, h3⟩ := (mem_bandEnergies_zero V E).mp hE
    by_cases hq : 1 / 4 ≤ E
    · linarith
    have hd : 1 / 2 - E ≠ 0 := by
      have : 0 < 1 / 2 - E := by linarith [not_le.mp hq]
      exact this.ne'
    have hy : y ≠ 0 := by
      intro hy
      rw [hy] at h1 h3
      exact hne ⟨mul_left_cancel₀ hd (by linear_combination h1), hy,
        mul_left_cancel₀ hd (by linear_combination h3)⟩
    -- eliminating the outer amplitudes leaves a quadratic equation for the energy
    have hD : (E - 1 / 4) ^ 2 = 1 / 16 + 2 * V ^ 2 := mul_right_cancel₀ hy (by
      linear_combination (1 / 2 - E) * h2 - V * h1 - V * h3)
    linarith [Real.abs_le_sqrt hD.le, neg_abs_le (E - 1 / 4)]
```

`IsLeast` says two things: the number is an eigenvalue, and no eigenvalue lies below it. Write $s=\sqrt{1/16+2V^2}$.

For the first part, take $(x,y,z)=(V,\,-\tfrac14-s,\,V)$ and $E=\tfrac14-s$. The outer equations hold because $\tfrac12V+V(-\tfrac14-s)=(\tfrac14-s)V$. The middle one holds because $(\tfrac14-s)(-\tfrac14-s)=s^2-\tfrac1{16}=2V^2$. The vector is nonzero since $y<0$; dividing it by $\sqrt{2s(s+1/4)}$ normalises it.

For the second part, let $E$ be any eigenvalue. If $E\ge\tfrac14$, it is not below $\tfrac14-s$. Otherwise $\tfrac12-E\ne0$, and the outer equations give $(\tfrac12-E)x=(\tfrac12-E)z=-Vy$. Then $y\neq0$, since $y=0$ would force $x=z=0$. Multiplying the middle equation by $\tfrac12-E$ and inserting these relations gives

$$-2V^2y=E(\tfrac12-E)\,y .$$

Cancelling $y$ and completing the square yields $(E-\tfrac14)^2=\tfrac1{16}+2V^2$, so $E\ge\tfrac14-s$.

In Lean, `linear_combination` carries out the elimination: it is told which multiples of the known equations to add, and checks that the result is the goal. The call `mul_right_cancel₀ hy` cancels $y$.

```lean
/-- For `0 < k < 1/2` the lowest eigenvalue is the lower two-wave root. -/
theorem isLeast_pos (V : ℝ) {k : ℝ} (h0 : 0 < k) (h1 : k < 1 / 2) :
    IsLeast (bandEnergies V k) (twoWaveBranch V k) := by
  have hk : k < 1 := by linarith
  have hs := Real.sq_sqrt (show 0 ≤ ((1 - 2 * k) / 4) ^ 2 + V ^ 2 by positivity)
  have hp := Real.sqrt_nonneg (((1 - 2 * k) / 4) ^ 2 + V ^ 2)
  unfold twoWaveBranch
  constructor
  · rw [mem_bandEnergies_pos V _ h0 hk]
    refine ⟨V, (2 * k - 1) / 4 - Real.sqrt (((1 - 2 * k) / 4) ^ 2 + V ^ 2), ?_, by ring,
      by linear_combination (-1) * hs⟩
    rintro ⟨-, h⟩
    linarith
  · intro E hE
    obtain ⟨x, y, hne, e1, e2⟩ := (mem_bandEnergies_pos V E h0 hk).mp hE
    -- a nonzero amplitude forces the secular determinant to vanish
    have hD : (E - (k ^ 2 + (k - 1) ^ 2) / 4) ^ 2 = ((1 - 2 * k) / 4) ^ 2 + V ^ 2 := by
      by_cases hy : y = 0
      · have hx : x ≠ 0 := fun hx => hne ⟨hx, hy⟩
        exact mul_right_cancel₀ hx (by linear_combination (k ^ 2 / 2 - E) * e1 - V * e2)
      · exact mul_right_cancel₀ hy (by
          linear_combination ((k - 1) ^ 2 / 2 - E) * e2 - V * e1)
    linarith [Real.abs_le_sqrt hD.le, neg_abs_le (E - (k ^ 2 + (k - 1) ^ 2) / 4)]
```

For $0<k<\tfrac12$ set $a=(k^2+(k-1)^2)/4$, $d=(1-2k)/4$ and $r=\sqrt{d^2+V^2}$. The diagonal entries are then $a+d$ for $n=-1$ and $a-d$ for $n=0$, and the claimed lowest energy is $a-r$.

The vector $(x,y)=(V,\,-d-r)$ has this energy. The first equation reads $(a+d)V+V(-d-r)=(a-r)V$, and the second reduces to $r^2=d^2+V^2$. Since $k<\tfrac12$ makes $d$ positive, $y$ is negative and the vector is nonzero even for $V=0$. Its norm is $\sqrt{2r(r+d)}$.

Conversely, a nonzero solution makes the determinant vanish:

$$(a+d-E)(a-d-E)=V^2,\quad\text{that is,}\quad (E-a)^2=d^2+V^2 .$$

Hence $E\ge a-r$. Lean derives this equation by cancelling whichever amplitude is nonzero.

## Reflection and the limit

```lean
/-- The eigenvalues at `k` are also eigenvalues at `-k`. -/
theorem bandEnergies_subset_neg (V k : ℝ) : bandEnergies V k ⊆ bandEnergies V (-k) := by
  rintro E ⟨c, hc, hs, h⟩
  have hm : ∀ n : ℤ, -n ∈ planeWaves k ↔ n ∈ planeWaves (-k) := by
    intro n
    simp only [planeWaves, Set.mem_ofPred_eq]
    rw [show k + ((-n : ℤ) : ℝ) = -(-k + (n : ℝ)) by push_cast; ring, abs_neg]
  refine ⟨fun n => c (-n), ?_, fun n hn => hs (-n) (fun h' => hn ((hm n).mp h')), ?_⟩
  · intro h'
    apply hc
    funext n
    simpa using congrFun h' (-n)
  · intro n hn
    have e := h (-n) ((hm n).mpr hn)
    show (-k + (n : ℝ)) ^ 2 / 2 * c (-n) + V * (c (-(n - 1)) + c (-(n + 1))) = E * c (-n)
    rw [show -(n - 1) = -n + 1 by ring, show -(n + 1) = -n - 1 by ring]
    push_cast at e
    linear_combination e
```

If the amplitudes $c_n$ solve the problem at $k$, then $c_{-n}$ solve it at $-k$ with the same energy, because $|-k+n|=|k-n|$. The symbol `⊆` states this as an inclusion of sets of eigenvalues. Applying it at $k$ and at $-k$ gives equality.

```lean
/-- As `k` tends to `0` through nonzero values, the lowest band tends to
`1/4 - √(1/16 + V²)`. -/
theorem tendsto_lowestBand (V : ℝ) :
    Tendsto (lowestBand V) (𝓝[≠] 0) (𝓝 (1 / 4 - Real.sqrt (1 / 16 + V ^ 2))) := by
  have hc : Continuous (fun k : ℝ => twoWaveBranch V |k|) := by
    unfold twoWaveBranch
    fun_prop
  have hv : twoWaveBranch V |(0 : ℝ)| = 1 / 4 - Real.sqrt (1 / 16 + V ^ 2) := by
    norm_num [twoWaveBranch]
  have ht : Tendsto (fun k : ℝ => twoWaveBranch V |k|) (𝓝[≠] 0)
      (𝓝 (1 / 4 - Real.sqrt (1 / 16 + V ^ 2))) := by
    rw [← hv]
    exact (hc.tendsto 0).mono_left nhdsWithin_le_nhds
  refine ht.congr' ?_
  filter_upwards [self_mem_nhdsWithin, mem_nhdsWithin_of_mem_nhds
    (Metric.ball_mem_nhds (0 : ℝ) (show (0 : ℝ) < 1 / 2 by norm_num))] with k hk hk2
  rw [Metric.mem_ball, Real.dist_eq, sub_zero] at hk2
  have hk0 : k ≠ 0 := hk
  -- reflection symmetry reduces negative momenta to positive ones
  have hsymm : bandEnergies V (-k) = bandEnergies V k :=
    Set.Subset.antisymm (by simpa using bandEnergies_subset_neg V (-k))
      (bandEnergies_subset_neg V k)
  have habs : bandEnergies V |k| = bandEnergies V k := by
    rcases abs_choice k with h | h
    · rw [h]
    · rw [h, hsymm]
  have hl := (isLeast_pos V (abs_pos.mpr hk0) hk2).csInf_eq
  rw [habs] at hl
  exact hl.symm
```

`𝓝[≠] 0` stands for $k$ approaching $0$ from either side without being $0$, so the limit $k\to0^+$ is included. For $0<|k|<\tfrac12$, reflection and the two-wave result show that the lowest band equals `twoWaveBranch V |k|`. That formula is continuous in $k$, and its value at $k=0$ is

$$\tfrac14-\sqrt{\tfrac1{16}+V^2}.$$

The tactic `fun_prop` proves the continuity, and `congr'` transfers the limit to the band, since the two functions agree near $0$ away from $0$ itself.

## The jump

```lean
/-- For nonzero coupling the lowest band at `k = 0` is `1/4 - √(1/16 + 2V²)`, strictly below
its limit `1/4 - √(1/16 + V²)` as `k` tends to `0` through nonzero values. -/
theorem lowestBand_jump {V : ℝ} (hV : V ≠ 0) :
    lowestBand V 0 = 1 / 4 - Real.sqrt (1 / 16 + 2 * V ^ 2) ∧
    Tendsto (lowestBand V) (𝓝[≠] 0) (𝓝 (1 / 4 - Real.sqrt (1 / 16 + V ^ 2))) ∧
    lowestBand V 0 < 1 / 4 - Real.sqrt (1 / 16 + V ^ 2) := by
  have h0 : lowestBand V 0 = 1 / 4 - Real.sqrt (1 / 16 + 2 * V ^ 2) :=
    (isLeast_zero V).csInf_eq
  refine ⟨h0, tendsto_lowestBand V, ?_⟩
  have hV2 : 0 < V ^ 2 := by positivity
  have hlt : Real.sqrt (1 / 16 + V ^ 2) < Real.sqrt (1 / 16 + 2 * V ^ 2) :=
    Real.sqrt_lt_sqrt (by positivity) (by linarith)
  rw [h0]
  linarith
```

The hypothesis `hV` says that the potential really couples the waves. The theorem collects the value at $k=0$, the limit, and the strict inequality between them. The limits from the left and from the right agree, so the discontinuity concerns the single point $k=0$, where the value lies below both. The inequality follows from $V^2<2V^2$ and the strict monotonicity of the square root.

For weak coupling, second-order perturbation theory shows where the difference comes from. At $k=0$ each outer wave lies $\tfrac12$ above the central one and lowers its energy by about $2V^2$. Losing one of the two raises the band by about that amount.

```lean
/-- The lowest band is continuous at `k = 0` exactly when the coupling vanishes. -/
theorem continuousAt_lowestBand_iff (V : ℝ) : ContinuousAt (lowestBand V) 0 ↔ V = 0 := by
  constructor
  · intro hc
    by_contra hV
    obtain ⟨-, ht, hlt⟩ := lowestBand_jump hV
    exact hlt.ne (tendsto_nhds_unique (hc.tendsto.mono_left nhdsWithin_le_nhds) ht)
  · rintro rfl
    have h0 : lowestBand 0 0 = 1 / 4 - Real.sqrt (1 / 16 + 2 * (0 : ℝ) ^ 2) :=
      (isLeast_zero 0).csInf_eq
    rw [continuousAt_iff_punctured_nhds, h0]
    simpa using tendsto_lowestBand 0

end

end CutoffBandJump
```

If the band were continuous at $0$, its limit would equal its value there, which contradicts the strict inequality unless $V=0$. For $V=0$ both formulas give $0$, and the band is continuous at that point.

```lean
#print axioms CutoffBandJump.lowestBand_jump
-- 'CutoffBandJump.lowestBand_jump' depends on axioms: [propext, Classical.choice, Quot.sound]
#print axioms CutoffBandJump.continuousAt_lowestBand_iff
-- 'CutoffBandJump.continuousAt_lowestBand_iff' depends on axioms: [propext, Classical.choice, Quot.sound]
```

## Steps in computed bands

Plane-wave electronic-structure codes commonly select, at each $k$-point, the reciprocal lattice vectors $G$ with $|k+G|^2/2\le E_{\text{cut}}$. The theorems exhibit the resulting discontinuity in a non-interacting, one-dimensional model with a single coupling and a very low cutoff; they give no estimate for larger bases.

In an actual calculation, comparing the lists of $G$ at neighbouring $k$-points shows whether a small step coincides with a change of basis. The number of waves alone does not settle this: in the model above it is two on either side of $k=0$, but the waves are $0,1$ just below and $-1,0$ just above. In this model the reflection symmetry makes the energies at $k$ and $-k$ equal, so there is no step between the two sides and only the value at $k=0$ itself is displaced. Raising the cutoff is the usual remedy, since the waves that enter or leave then carry little weight in the low-lying states. This typically makes the steps smaller. Keeping one fixed list of $G$ for all $k$ removes them, because the matrix then varies continuously with $k$, but the computed bands are then no longer exactly periodic in $k$. Similar steps appear in energy–volume curves when the cell is changed at constant $E_{\text{cut}}$.
